# For non-interacting electrons in a magnetic field, real orbitals give too high an energy when the best real density matrix does not commute with the term linear in the vector potential

A determinant of $N$ occupied orthonormal orbitals is represented here by its one-particle density matrix $P$, not by the list of orbitals. Rotating the occupied orbitals among themselves leaves $P$ unchanged, and real and complex determinants can then be compared as matrices in the same finite, orthonormal, real basis. The electrons do not interact, so the energy is linear in $P$.

```lean
import Mathlib

open Matrix

namespace RealOrbitalsInMagneticField

noncomputable section

variable {n : Type*} [Fintype n] [DecidableEq n]
```

`IsProjector N P` says that $P$ equals its conjugate transpose, satisfies $P^2=P$ and has trace $N$. One definition serves both kinds of entries: over the reals conjugation does nothing, and the first condition says that $P$ is symmetric.

```lean
/-- The one-particle density matrix of `N` occupied orthonormal orbitals: a Hermitian
(for real entries, symmetric) idempotent matrix of trace `N`. -/
structure IsProjector {R : Type*} [CommRing R] [StarRing R] (N : ℕ) (P : Matrix n n R) :
    Prop where
  herm : Pᴴ = P
  idem : P * P = P
  trace_eq : P.trace = N
```

To enter a complex Hamiltonian, a real matrix has to be read as a complex one.

```lean
/-- A real matrix read as a complex one. -/
def complexify (M : Matrix n n ℝ) : Matrix n n ℂ := M.map Complex.ofRealHom
```

Spin and its coupling to the field are left out. The Hamiltonian is $H=A+iK$ with $A$ and $K$ real. The matrix $A$ stands for the kinetic energy, the potential and the diamagnetic term, and is real symmetric. The term linear in the vector potential has purely imaginary matrix elements in a real basis, and gives $iK$ with $K$ real antisymmetric. These symmetries are hypotheses of the theorems and not part of the definition.

```lean
/-- The Hamiltonian `H = A + iK` in a real basis. -/
def fieldH (A K : Matrix n n ℝ) : Matrix n n ℂ := complexify A + Complex.I • complexify K
```

The energy of a density matrix $Q$ is $E(Q)=\mathrm{Re}\,\mathrm{tr}(QH)$. Taking the real part gives a number that can be ordered; for Hermitian $Q$ and $H$ it discards nothing.

```lean
/-- The energy `Re tr(QH)` of the density matrix `Q`. -/
def energy (H Q : Matrix n n ℂ) : ℝ := (Q * H).trace.re
```

## (a) Rotating the orbitals

Let $P$ be a complex density matrix of $N$ electrons and let $U^\dagger U=1$. Show that $Q=UPU^\dagger$ is again one:
$$Q^\dagger=Q,\qquad Q^2=Q,\qquad \mathrm{tr}\,Q=N.$$

First, $(UPU^\dagger)^\dagger=UP^\dagger U^\dagger=UPU^\dagger$. Next, $UPU^\dagger UPU^\dagger=UP^2U^\dagger=UPU^\dagger$. Finally, the trace is cyclic, so $\mathrm{tr}(UPU^\dagger)=\mathrm{tr}(U^\dagger UP)=\mathrm{tr}\,P=N$. The three bullets of the proof are these three computations.

```lean
/-- A unitary rotation of the orbitals preserves `N`-electron density matrices. -/
theorem rotate_isProjector {N : ℕ} {P U : Matrix n n ℂ} (hP : IsProjector N P)
    (hU : Uᴴ * U = 1) : IsProjector N (U * P * Uᴴ) := by
  refine ⟨?_, ?_, ?_⟩
  · rw [conjTranspose_mul, conjTranspose_mul, conjTranspose_conjTranspose, hP.herm, mul_assoc]
  · calc U * P * Uᴴ * (U * P * Uᴴ) = U * P * (Uᴴ * U) * P * Uᴴ := by noncomm_ring
      _ = U * (P * P) * Uᴴ := by rw [hU, mul_one, mul_assoc U P P]
      _ = U * P * Uᴴ := by rw [hP.idem]
  · rw [trace_mul_comm (U * P) Uᴴ, ← mul_assoc, hU, one_mul, hP.trace_eq]
```

## (b) The slope of the energy under a rotation

For any complex matrix $X$ and real $t$, set $Q(t)=e^{tX}Pe^{-tX}$. This is a rotation of the orbitals as in (a) when $X^\dagger=-X$, but the formula for the slope does not need that condition. Show that
$$\left.\frac{d}{dt}E(Q(t))\right|_{t=0}=\mathrm{Re}\,\mathrm{tr}\big((XP-PX)H\big).$$

The derivatives of $e^{tX}$ and $e^{-tX}$ at $t=0$ are $X$ and $-X$. The product rule gives $Q'(0)=XP-PX$. Since $E$ is linear over the reals, it can be applied to this derivative directly.

In the proof, `hQ` is the product rule, and `L` is the energy as a linear map, which is continuous in finite dimension. The last line is the chain rule.

```lean
/-- For any complex matrices `H`, `P` and `X`, the energy of `exp(tX) P exp(-tX)` has the derivative
`Re tr([X, P]H)` at `t = 0`. -/
theorem hasDerivAt_energy (H P X : Matrix n n ℂ) :
    HasDerivAt (fun t : ℝ => energy H
      (NormedSpace.exp (t • X) * P * NormedSpace.exp (t • (-X))))
      (energy H (X * P - P * X)) 0 := by
  let : NormedRing (Matrix n n ℂ) := Matrix.linftyOpNormedRing
  let : NormedAlgebra ℝ (Matrix n n ℂ) := Matrix.linftyOpNormedAlgebra
  have hexp := fun Y : Matrix n n ℂ => hasDerivAt_exp_smul_const Y (0 : ℝ)
  have hQ : HasDerivAt (fun t : ℝ =>
      NormedSpace.exp (t • X) * P * NormedSpace.exp (t • (-X))) (X * P - P * X) 0 := by
    have h := ((hexp X).mul_const P).fun_mul (hexp (-X))
    have h' := h.congr_deriv (show _ = X * P - P * X by
      simp only [zero_smul, NormedSpace.exp_zero, one_mul, mul_one, mul_neg]
      exact (sub_eq_add_neg _ _).symm)
    exact h'
  -- the energy is a linear functional of the density matrix
  let L : Matrix n n ℂ →ₗ[ℝ] ℝ :=
    { toFun := energy H
      map_add' := fun M M' => by simp [energy, add_mul]
      map_smul' := fun r M => by simp [energy, trace_smul] }
  exact L.toContinuousLinearMap.hasFDerivAt.comp_hasDerivAt (0 : ℝ) hQ
```

## (c) Descent along the commutator

Let $H$ be any Hermitian matrix and $P$ a density matrix of $N$ electrons with $PH\neq HP$. Find a density matrix $Q$ of $N$ electrons with
$$\mathrm{Re}\,\mathrm{tr}(QH)<\mathrm{Re}\,\mathrm{tr}(PH).$$

Choose $X=PH-HP$. Then $X^\dagger=HP-PH=-X$, so $e^{tX}$ is unitary, and by (a) every $Q(t)$ is a density matrix of $N$ electrons. By cyclicity the slope from (b) is
$$\mathrm{tr}\big((XP-PX)H\big)=\mathrm{tr}\big(X(PH-HP)\big)=\mathrm{tr}(X^2)=-\mathrm{tr}(X^\dagger X)=-\sum_{i,j}|X_{ji}|^2.$$
Some entry of $X$ is nonzero, so the slope is negative and a small $t>0$ lowers the energy.

The Lean proof runs the last step by contradiction. If no $Q$ were lower, $t=0$ would be a minimum (`hmin`, `hloc`) and the slope would vanish (`h0`). The steps `hs` and `hn` compute the slope as above, and `hpos` shows that the sum is positive.

```lean
/-- If an `N`-electron density matrix does not commute with a Hermitian Hamiltonian, then
another `N`-electron density matrix has strictly lower energy. -/
theorem exists_lower_energy {N : ℕ} {H P : Matrix n n ℂ} (hH : Hᴴ = H)
    (hP : IsProjector N P) (hne : P * H ≠ H * P) :
    ∃ Q, IsProjector N Q ∧ energy H Q < energy H P := by
  by_contra! hno
  -- rotate along the commutator, the direction of steepest descent
  obtain ⟨X, hX⟩ : ∃ X, X = P * H - H * P := ⟨_, rfl⟩
  have hXh : Xᴴ = -X := by
    rw [hX, conjTranspose_sub, conjTranspose_mul, conjTranspose_mul, hH, hP.herm, neg_sub]
  have hmin : ∀ t : ℝ, energy H P ≤ energy H
      (NormedSpace.exp (t • X) * P * NormedSpace.exp (t • (-X))) := fun t => by
    have hU : (NormedSpace.exp (t • X))ᴴ = NormedSpace.exp (t • (-X)) := by
      rw [← Matrix.exp_conjTranspose, conjTranspose_smul, star_trivial, hXh]
    have hc : Commute (t • (-X)) (t • X) := by
      rw [smul_neg]
      exact (Commute.refl _).neg_left
    rw [← hU]
    refine hno _ (rotate_isProjector hP ?_)
    rw [hU, ← Matrix.exp_add_of_commute _ _ hc, smul_neg, neg_add_cancel,
      NormedSpace.exp_zero]
  have hloc : IsLocalMin (fun t : ℝ => energy H
      (NormedSpace.exp (t • X) * P * NormedSpace.exp (t • (-X)))) 0 :=
    Filter.Eventually.of_forall fun t => by simpa using hmin t
  have h0 := hloc.hasDerivAt_eq_zero (hasDerivAt_energy H P X)
  -- the slope is minus the squared norm of the commutator
  have hs : energy H (X * P - P * X) = -(Xᴴ * X).trace.re := by
    have e : ((X * P - P * X) * H).trace = (X * (P * H - H * P)).trace := by
      rw [sub_mul, mul_sub, trace_sub, trace_sub, mul_assoc X P H, mul_assoc P X H,
        trace_mul_comm P (X * H), mul_assoc X H P]
    rw [energy, e, ← hX, hXh, neg_mul, trace_neg, Complex.neg_re, neg_neg]
  have hn : (Xᴴ * X).trace.re = ∑ i, ∑ j, Complex.normSq (X j i) := by
    simp [Matrix.trace, Matrix.mul_apply, Complex.normSq_apply]
  obtain ⟨i, j, hij⟩ : ∃ i j, X j i ≠ 0 := by
    by_contra! h
    exact sub_ne_zero.mpr hne (hX ▸ Matrix.ext fun i j => h j i)
  have hpos : 0 < ∑ i, ∑ j, Complex.normSq (X j i) :=
    Finset.sum_pos' (fun _ _ => Finset.sum_nonneg fun _ _ => Complex.normSq_nonneg _)
      ⟨i, Finset.mem_univ _, Finset.sum_pos' (fun _ _ => Complex.normSq_nonneg _)
        ⟨j, Finset.mem_univ _, Complex.normSq_pos.mpr hij⟩⟩
  linarith
```

## (d) Symmetry of the field Hamiltonian

With $A^T=A$ and $K^T=-K$, show that
$$(A+iK)^\dagger=A+iK.$$

The entries of $A$ and $K$ are real, so the left side is $A^T-iK^T=A+iK$. The proof compares the two sides entry by entry.

```lean
omit [Fintype n] [DecidableEq n] in
/-- For `A` real symmetric and `K` real antisymmetric, `H = A + iK` is Hermitian. -/
theorem fieldH_hermitian {A K : Matrix n n ℝ} (hA : Aᵀ = A) (hK : Kᵀ = -K) :
    (fieldH A K)ᴴ = fieldH A K := by
  ext i j
  have h1 : A j i = A i j := congrFun (congrFun hA i) j
  have h2 : K j i = -K i j := congrFun (congrFun hK i) j
  simp [fieldH, complexify, h1, h2]
```

## (e) Real density matrices do not feel the term linear in the vector potential

Let $P$ be real symmetric and $K$ real antisymmetric. Show that
$$\mathrm{tr}(PH)=\mathrm{tr}(PA).$$

A matrix and its transpose have the same trace, so
$$\mathrm{tr}(PK)=\mathrm{tr}(K^TP^T)=-\mathrm{tr}(KP)=-\mathrm{tr}(PK),$$
which forces $\mathrm{tr}(PK)=0$. Then $\mathrm{tr}(PH)=\mathrm{tr}(PA)+i\,\mathrm{tr}(PK)=\mathrm{tr}(PA)$.

In Lean this is an equation between complex numbers, so it also says that the imaginary part vanishes. The step `h0` is the transpose argument, and `e` splits the product into its two terms.

```lean
omit [DecidableEq n] in
/-- For `P` real symmetric and `K` real antisymmetric, the term `iK` of `H = A + iK` does not
contribute to the trace: `tr(PH) = tr(PA)`. -/
theorem trace_real {A K P : Matrix n n ℝ} (hP : Pᵀ = P) (hK : Kᵀ = -K) :
    (complexify P * fieldH A K).trace = ((P * A).trace : ℂ) := by
  have h0 : (P * K).trace = 0 := by
    have h := trace_transpose (P * K)
    rw [transpose_mul, hP, hK, neg_mul, trace_neg, trace_mul_comm K P] at h
    linarith
  have e : complexify P * fieldH A K
      = complexify (P * A) + Complex.I • complexify (P * K) := by
    simp only [complexify, fieldH, Matrix.map_mul, Matrix.mul_add, Matrix.mul_smul]
  have ht : ∀ M : Matrix n n ℝ, (complexify M).trace = (M.trace : ℂ) := fun M => by
    simp [Matrix.trace, complexify]
  rw [e, trace_add, trace_smul, ht, ht, h0]
  simp
```

## (f) One complex determinant below all real ones

Now let $P$ minimise $\mathrm{tr}(PA)$ among the real density matrices of $N$ electrons. Besides the equality in (e), show that if $PK\neq KP$, there is a single complex density matrix $Q$ of $N$ electrons such that
$$E(Q)<E(R)\quad\text{for every real density matrix } R \text{ of } N \text{ electrons}.$$

Split the commutator into real and imaginary parts:
$$PH-HP=(PA-AP)+i(PK-KP).$$
The imaginary part is nonzero, so $P$ does not commute with $H$, which is Hermitian by (d). Part (c) supplies $Q$ with $E(Q)<E(P)$. For any real $R$, part (e) and minimality give
$$E(Q)<E(P)=\mathrm{tr}(PA)\le\mathrm{tr}(RA)=E(R).$$

In the statement, `hmin` is the minimality of $P$; a minimiser is taken as given, not constructed. The quantifiers place $Q$ before $R$, so the same $Q$ beats every real determinant. In the proof, `hPc` checks that $P$ read as a complex matrix is still a density matrix, `hcomm` takes the imaginary part of the commutator, and the final lines are the chain of inequalities.

For non-interacting electrons in a finite real basis, a calculation restricted to real orbital coefficients thus overestimates the ground-state energy whenever $PK\neq KP$. If $PK=KP$, the theorem leaves open whether complex orbitals go lower. Electron repulsion would make the energy nonlinear in $P$ and is absent from the model.

```lean
/-- Let `A` be real symmetric, `K` real antisymmetric, and let `P` minimise `tr(PA)` among real
`N`-electron density matrices. Then `tr(PH) = tr(PA)`, and if `P` does not commute with `K`,
some complex `N`-electron density matrix lies strictly below all real ones in energy. -/
theorem real_orbitals_too_high {N : ℕ} {A K P : Matrix n n ℝ} (hA : Aᵀ = A) (hK : Kᵀ = -K)
    (hP : IsProjector N P)
    (hmin : ∀ R : Matrix n n ℝ, IsProjector N R → (P * A).trace ≤ (R * A).trace) :
    (complexify P * fieldH A K).trace = ((P * A).trace : ℂ) ∧
    (P * K ≠ K * P → ∃ Q : Matrix n n ℂ, IsProjector N Q ∧
      ∀ R : Matrix n n ℝ, IsProjector N R →
        energy (fieldH A K) Q < energy (fieldH A K) (complexify R)) := by
  have real : ∀ R : Matrix n n ℝ, IsProjector N R →
      (complexify R * fieldH A K).trace = ((R * A).trace : ℂ) := fun R hR =>
    trace_real (by simpa [conjTranspose_eq_transpose_of_trivial] using hR.herm) hK
  refine ⟨real P hP, fun hne => ?_⟩
  have hPc : IsProjector N (complexify P) := by
    refine ⟨?_, ?_, ?_⟩
    · ext i j
      have h : P j i = P i j := by simpa using congrFun (congrFun hP.herm i) j
      simp [complexify, h]
    · rw [complexify, ← Matrix.map_mul, hP.idem]
    · have h : (complexify P).trace = (P.trace : ℂ) := by simp [Matrix.trace, complexify]
      rw [h, hP.trace_eq, Complex.ofReal_natCast]
  -- the imaginary part of `[P, H]` is `[P, K]`
  have hcomm : complexify P * fieldH A K ≠ fieldH A K * complexify P := by
    intro h
    apply hne
    ext i j
    have e := congrArg Complex.im (congrFun (congrFun h i) j)
    simpa [complexify, fieldH, Matrix.mul_apply] using e
  obtain ⟨Q, hQ, hlt⟩ := exists_lower_energy (fieldH_hermitian hA hK) hPc hcomm
  refine ⟨Q, hQ, fun R hR => hlt.trans_le ?_⟩
  rw [energy, energy, real P hP, real R hR, Complex.ofReal_re, Complex.ofReal_re]
  exact hmin R hR
```

## (g) One electron in two levels

Number the levels $0$ and $1$. Take a gap $g\ge0$, a field coupling $b\neq0$, and
$$A=\begin{pmatrix}0&0\\0&g\end{pmatrix},\quad K=\begin{pmatrix}0&b\\-b&0\end{pmatrix},\quad P=\begin{pmatrix}1&0\\0&0\end{pmatrix}.$$
Show that all the hypotheses of (f) are met with $N=1$, in particular
$$\mathrm{tr}(PA)\le\mathrm{tr}(RA)\ \text{ for every real density matrix } R \text{ of one electron},\qquad PK\neq KP.$$

The symmetries of $A$ and $K$ and the projector conditions on $P$ can be read off. For a real density matrix $R$, the entry $(1,1)$ of $R^2=R$ reads $R_{11}=R_{10}^2+R_{11}^2\ge0$. Hence $\mathrm{tr}(RA)=gR_{11}\ge0=\mathrm{tr}(PA)$. The entry $(0,1)$ is $b$ in $PK$ and $0$ in $KP$, so the two products differ.

No smaller system will do. With a single level, $K=0$. With no electrons $P=0$, and with all levels filled $P=1$; both commute with everything.

For numbers, take $g=3$ and $b=2$. Then
$$H=\begin{pmatrix}0&2i\\-2i&3\end{pmatrix},\qquad \lambda^2-3\lambda-4=0,$$
with eigenvalues $\lambda=-1$ and $4$. The lower one belongs to the normalised orbital $(2,i)/\sqrt5$, whose density matrix is
$$Q=\frac15\begin{pmatrix}4&-2i\\2i&1\end{pmatrix},\qquad \mathrm{tr}(QH)=\frac{-4-4+3}{5}=-1.$$
The best real orbital has energy $0$. In general the lower eigenvalue is $\tfrac12\big(g-\sqrt{g^2+4b^2}\big)$. In the degenerate limit $g=0$ it becomes $-|b|$, while every real orbital has energy $0$. These eigenvalues are worked out here by hand; the code verifies the hypotheses for all $g\ge0$ and $b\neq0$.

```lean
/-- One electron in two levels with gap `g ≥ 0`, coupled by a field term `b ≠ 0`: the density matrix
`P` of level `0` minimises `tr(PA)` among real one-electron density matrices and does not commute
with `K`. -/
theorem real_orbitals_too_high_witness {g b : ℝ} (hg : 0 ≤ g) (hb : b ≠ 0)
    {A K P : Matrix (Fin 2) (Fin 2) ℝ} (hA : A = !![0, 0; 0, g]) (hK : K = !![0, b; -b, 0])
    (hP : P = !![1, 0; 0, 0]) :
    Aᵀ = A ∧ Kᵀ = -K ∧ IsProjector 1 P ∧
    (∀ R : Matrix (Fin 2) (Fin 2) ℝ, IsProjector 1 R → (P * A).trace ≤ (R * A).trace) ∧
    P * K ≠ K * P := by
  subst hA hK hP
  refine ⟨?_, ?_, ⟨?_, ?_, ?_⟩, fun R hR => ?_, fun h => hb ?_⟩
  · ext i j; fin_cases i <;> fin_cases j <;> simp
  · ext i j; fin_cases i <;> fin_cases j <;> simp
  · ext i j; fin_cases i <;> fin_cases j <;> simp
  · ext i j; fin_cases i <;> fin_cases j <;> simp [Matrix.mul_apply, Fin.sum_univ_succ]
  · simp [Matrix.trace, Fin.sum_univ_succ]
  · -- the upper level has nonnegative occupation
    have e := congrFun (congrFun hR.idem 1) 1
    have s : R 0 1 = R 1 0 := by simpa using congrFun (congrFun hR.herm 1) 0
    rw [Matrix.mul_apply, Fin.sum_univ_two, s] at e
    have h : 0 ≤ R 1 1 * g :=
      mul_nonneg (by linarith [mul_self_nonneg (R 1 0), mul_self_nonneg (R 1 1)]) hg
    simpa [Matrix.trace, Matrix.mul_apply, Fin.sum_univ_succ] using h
  · simpa [Matrix.mul_apply, Fin.sum_univ_succ] using congrFun (congrFun h 0) 1

end

end RealOrbitalsInMagneticField
```

```lean
#print axioms RealOrbitalsInMagneticField.real_orbitals_too_high
```

```
'RealOrbitalsInMagneticField.real_orbitals_too_high' depends on axioms: [propext, Classical.choice, Quot.sound]
```
